# Real zero-energy solutions of the free one-dimensional Schrödinger equation are affine on an interval

If a real function `f` has derivative `f₁` at every point of a convex set `s` of real numbers, and `f₁` has derivative zero there, then `f x = m * x + k` on `s` for some constants `m` and `k`. In physics, this gives the form of a real, time-independent wavefunction of a single free particle in one dimension at zero energy, where the Schrödinger equation reduces to a vanishing second derivative; no normalisation or boundary condition is imposed. The proof first shows that a function with zero derivative on `s` is constant there, using a mean value inequality. For nonempty `s` it picks a point `x₀`, subtracts the line `f₁ x₀ * y` from `f y`, and applies the constancy result to the difference.

The first attempt, which Lean rejects:

```lean
import Mathlib

open Set

noncomputable section

namespace AffineOfSecondDerivZero

variable {g : ℝ → ℝ} {s : Set ℝ}

/-- A function whose second derivative vanishes on an interval is affine there. -/
theorem affine_of_second_deriv_zero (hc : Convex ℝ s) {f f₁ : ℝ → ℝ}
    (h₀ : ∀ x ∈ s, HasDerivAt f (f₁ x) x) (h₁ : ∀ x ∈ s, HasDerivAt f₁ 0 x) :
    ∃ m k : ℝ, ∀ x ∈ s, f x = m * x + k := by
  have const : ∀ F : ℝ → ℝ, (∀ x ∈ s, HasDerivAt F 0 x) →
      ∀ x ∈ s, ∀ y ∈ s, F y = F x := by
    intro F hF x hx y hy
    have h := hc.norm_image_sub_le_of_norm_hasDerivWithin_le (f := F) (f' := fun _ => 0)
      (C := 0) (fun z hz => (hF z hz).hasDerivWithinAt) (fun z _ => by simp) hx hy
    rw [zero_mul] at h
    exact sub_eq_zero.mp (norm_le_zero_iff.mp h)
  rcases s.eq_empty_or_nonempty with he | ⟨x₀, hx₀⟩
  · exact ⟨0, 0, fun x hx => by simp [he] at hx⟩
  · refine ⟨f₁ x₀, f x₀ - f₁ x₀ * x₀, fun x hx => ?_⟩
    -- subtract the line with the slope found at `x₀`
    have h := const (fun y => f y - f₁ x₀ * y) (fun y hy =>
      ((h₀ y hy).fun_sub ((hasDerivAt_id' y).const_mul (f₁ x₀))).congr_deriv
        (by rw [const f₁ h₁ x₀ hx₀ y hy]; ring)) x₀ hx₀ x hx
    simp only at h
    linarith

end AffineOfSecondDerivZero
```

Messages:

```
Main.lean:29:4: error: `simp` made no progress
```

What went wrong. The message means that `simp only at h` found nothing to change in `h`, which `simp` treats as an error. With no lemmas listed, the call could serve here only to tidy the form of `h`, by applying the function `fun y => f y - f₁ x₀ * y` to its arguments `x` and `x₀`. But Lean had already done this when it worked out the type of `h` from `const`, so `h` already read `f x - f₁ x₀ * x = f x₀ - f₁ x₀ * x₀`.

The repair deletes the `simp only` line and changes nothing else. `linarith` can use `h` as it stands: the goal `f x = f₁ x₀ * x + (f x₀ - f₁ x₀ * x₀)` is a rearrangement of it, linear once the products `f₁ x₀ * x` and `f₁ x₀ * x₀` are treated as single quantities.

The repair, with which the file compiles:

```diff
@@ -27,5 +27,4 @@
       ((h₀ y hy).fun_sub ((hasDerivAt_id' y).const_mul (f₁ x₀))).congr_deriv
         (by rw [const f₁ h₁ x₀ hx₀ y hy]; ring)) x₀ hx₀ x hx
-    simp only at h
     linarith
 
```
